# Three scatterers with invertible neighbour denominators: both joining orders succeed or fail together, and agree when they succeed

To find the wave transmitted through three scatterers in a row, I treat each one as four square blocks of amplitudes, with the same finite set of channels at every interface. Joining two neighbours means inverting a matrix, whose inverse accounts for the repeated reflections between them. If I join 1 and 2 first, the last matrix to invert is 1 − r₁₂′r₃; if I join 2 and 3 first, it is 1 − r₁′r₂₃. These are in general different matrices. Could one order break down at an energy where the other works? And if both work, why should the transmission agree, when the blocks don't commute?

## One block determinant behind both orders

I take square blocks of a common size, impose no unitarity, and assume that both neighbour denominators are invertible. Then the two final denominators are either both invertible or both singular, and if they are invertible, the two composites agree in every block.

Let rᵢ and tᵢ be the reflection and transmission blocks of scatterer i for incidence from the left, and rᵢ′ and tᵢ′ those for incidence from the right; the prime is not a transpose. Between scatterers 1 and 2 let p move right and q move left. With incoming amplitudes inL, inR and outgoing amplitudes outL, outR,

outL = r₁ inL + t₁′ q

p = t₁ inL + r₁′ q

q = r₂ p + t₂′ inR

outR = t₂ p + r₂′ inR

Inserting q into the second equation gives

(1 − r₁′r₂) p = t₁ inL + r₁′t₂′ inR

Write D₁₂ = 1 − r₁′r₂ and a = D₁₂⁻¹. Invertibility means that no nonzero wave can circulate between the two scatterers without a source. Solving for p and inserting it in the outer relations gives the composite:

r₁₂ = r₁ + t₁′r₂ a t₁

t₁₂ = t₂ a t₁

r₁₂′ = r₂′ + t₂ a r₁′t₂′

t₁₂′ = t₁′(1 + r₂ a r₁′)t₂′

The pair 2, 3 follows the same pattern, with D₂₃ = 1 − r₂′r₃ and b = D₂₃⁻¹. Put X = r₁′t₂′r₃. The final denominators become

D_L = 1 − r₁₂′r₃ = D₂₃ − t₂ a X

D_R = 1 − r₁′r₂₃ = D₁₂ − X b t₂

Both are Schur complements of the block matrix with rows (D₁₂, X) and (t₂, D₂₃). Computing its determinant in two ways gives

det D₁₂ · det D_L = det D₂₃ · det D_R

The neighbour determinants are nonzero, so D_L is invertible exactly when D_R is.

Now suppose that both are invertible, and let f = D_L⁻¹ and g = D_R⁻¹. Since a D₁₂ = 1 and D₂₃ b = 1,

t₂ a D_R = t₂ − t₂ a X b t₂ = D_L b t₂

Multiplying by f on the left and g on the right yields

f t₂ a = b t₂ g

The total transmission is t₃ f t₂ a t₁ in the first order and t₃ b t₂ g t₁ in the second, so the two are equal.

The other blocks also need two identities, obtained by expanding a D_R g = a and f D_L b = b:

g = a + a X b t₂ g

f = b + f t₂ a X b

For reflection from the left, set U = 1 + r₂ a r₁′. Then

r₂ a + U t₂′r₃ f t₂ a = r₂(a + a X b t₂ g) + t₂′r₃ b t₂ g = r₂₃ g

Placing this between t₁′ and t₁ and adding r₁ gives the equality of the left reflections. For reflection from the right, set V = 1 + r₃ b r₂′. Then

f r₁₂′ = f r₂′ + f t₂ a r₁′t₂′ = b r₂′ + b t₂ g r₁′t₂′V

Placing this between t₃ and t₃′ and adding r₃′ gives the equality of the right reflections. Finally, the same two results turn the transmission from the right into

t₁′U t₂′(1 + r₃ f r₁₂′)t₃′ = t₁′(U + U t₂′r₃ b t₂ g r₁′)t₂′V t₃′ = t₁′(1 + r₂₃ g r₁′)t₂₃′

which is the expression for the second order.

## One channel, with numbers

Let scatterers 1 and 2 have r = r′ = 3/5 and t = t′ = 4i/5, and let scatterer 3 have r = r′ = 4/5 and t = t′ = 3i/5.

Joining 1 and 2 first gives D₁₂ = 16/25, r₁₂′ = 0 and t₁₂ = −1. Hence D_L = 1, and the total transmission amplitude is −3i/5.

Joining 2 and 3 first gives D₂₃ = 13/25, r₂₃ = −5/13 and t₂₃ = −12/13. Hence D_R = 16/13, and the total is (−12/13)(13/16)(4i/5) = −3i/5.

The final denominators differ, but both determinant products equal 16/25.

## What the Lean theorems say

A `Scatterer n` holds four complex matrices whose rows and columns are indexed by the finite channel set `n`. `loop S₁ S₂` is D₁₂, and `join S₁ S₂` is the composite, often called the star product. `IsUnit` means invertible. Lean's inverse also has a value for singular matrices, so `join` is always defined, but the derivation above justifies it as the physical composite only when the denominator is invertible.

`join_of_matching` says that amplitudes obeying the relations of both scatterers also obey those of `join`, provided the denominator is invertible. `join_assoc` assumes that `loop S₁ S₂` and `loop S₂ S₃` are invertible. It states the equivalence for the final denominators and, if the first of them is invertible, the equality of the two composites as scatterers, hence in all four blocks. This is associativity under conditions, and it makes no statement when a neighbour denominator is singular.

`closed_cavity` shows that good neighbour denominators do not ensure a good final one. Take two mirrors that reflect every channel with amplitude 1, and between them a gap that transmits every channel with amplitude 1. Both neighbour denominators are then 1 and the final one is 0, which is singular as soon as there is at least one channel. Physically, this is a closed cavity at resonance: a wave returns from each round trip with its phase unchanged, so it can persist without a source.

Applying this to a real conductor assumes that it can be cut so that the same finite number of modes describes the waves at every cut to sufficient accuracy. The modes may differ from cut to cut, but the two sections that meet at a cut must use the same ones there. Propagation phases are absorbed into the blocks.

```lean
import Mathlib

open Matrix

namespace MultichannelJoining

noncomputable section

/-- A multichannel scatterer: reflection `r` and transmission `t` for waves incident from the
left, `r'` and `t'` for waves incident from the right. -/
@[ext]
structure Scatterer (n : Type*) where
  r : Matrix n n ℂ
  t : Matrix n n ℂ
  r' : Matrix n n ℂ
  t' : Matrix n n ℂ

variable {n : Type*} [Fintype n] [DecidableEq n]

/-- The denominator `1 - r₁' r₂` of the multiple reflections between two neighbours. -/
def loop (S₁ S₂ : Scatterer n) : Matrix n n ℂ := 1 - S₁.r' * S₂.r

/-- The composite of `S₁` on the left and `S₂` on the right, meaningful when `loop S₁ S₂` is
invertible. -/
@[simps]
def join (S₁ S₂ : Scatterer n) : Scatterer n where
  r := S₁.r + S₁.t' * S₂.r * (loop S₁ S₂)⁻¹ * S₁.t
  t := S₂.t * (loop S₁ S₂)⁻¹ * S₁.t
  r' := S₂.r' + S₂.t * (loop S₁ S₂)⁻¹ * S₁.r' * S₂.t'
  t' := S₁.t' * (1 + S₂.r * (loop S₁ S₂)⁻¹ * S₁.r') * S₂.t'

/-- If the waves `p` (right-moving) and `q` (left-moving) between two scatterers obey the
scattering relations of both, and `1 - r₁' r₂` is invertible, then the outer amplitudes obey the
scattering relations of the composite. -/
theorem join_of_matching (S₁ S₂ : Scatterer n) (h : IsUnit (loop S₁ S₂))
    {inL outL inR outR p q : n → ℂ}
    (hL : outL = S₁.r *ᵥ inL + S₁.t' *ᵥ q) (hp : p = S₁.t *ᵥ inL + S₁.r' *ᵥ q)
    (hq : q = S₂.r *ᵥ p + S₂.t' *ᵥ inR) (hR : outR = S₂.t *ᵥ p + S₂.r' *ᵥ inR) :
    outL = (join S₁ S₂).r *ᵥ inL + (join S₁ S₂).t' *ᵥ inR ∧
      outR = (join S₁ S₂).t *ᵥ inL + (join S₁ S₂).r' *ᵥ inR := by
  -- eliminate the left-moving wave, then solve for the right-moving one
  have hloop : loop S₁ S₂ *ᵥ p = S₁.t *ᵥ inL + S₁.r' *ᵥ (S₂.t' *ᵥ inR) := by
    have hp' := hp
    rw [hq, Matrix.mulVec_add] at hp'
    rw [loop, Matrix.sub_mulVec, Matrix.one_mulVec, ← Matrix.mulVec_mulVec]
    linear_combination (norm := module) hp'
  have key : p = (loop S₁ S₂)⁻¹ *ᵥ (S₁.t *ᵥ inL + S₁.r' *ᵥ (S₂.t' *ᵥ inR)) := by
    rw [← hloop, Matrix.mulVec_mulVec,
      Matrix.nonsing_inv_mul _ ((Matrix.isUnit_iff_isUnit_det _).1 h), Matrix.one_mulVec]
  constructor
  · rw [hL, hq, key]
    simp only [join_r, join_t', Matrix.add_mulVec, Matrix.mul_add, Matrix.add_mul,
      Matrix.mul_one, ← Matrix.mulVec_mulVec, Matrix.mulVec_add]
    abel
  · rw [hR, key]
    simp only [join_t, join_r', Matrix.add_mulVec, ← Matrix.mulVec_mulVec, Matrix.mulVec_add]
    abel

/-- The final denominator when 1 and 2 are joined first, written as the denominator of the pair
2, 3 minus a term for the excursions into scatterer 1. -/
theorem loop_join_left (S₁ S₂ S₃ : Scatterer n) :
    loop (join S₁ S₂) S₃ =
      loop S₂ S₃ - S₂.t * (loop S₁ S₂)⁻¹ * (S₁.r' * S₂.t' * S₃.r) := by
  change 1 - (S₂.r' + S₂.t * (loop S₁ S₂)⁻¹ * S₁.r' * S₂.t') * S₃.r =
    1 - S₂.r' * S₃.r - S₂.t * (loop S₁ S₂)⁻¹ * (S₁.r' * S₂.t' * S₃.r)
  noncomm_ring

/-- The final denominator when 2 and 3 are joined first, written as the denominator of the pair
1, 2 minus a term for the excursions into scatterer 3. -/
theorem loop_join_right (S₁ S₂ S₃ : Scatterer n) :
    loop S₁ (join S₂ S₃) =
      loop S₁ S₂ - (S₁.r' * S₂.t' * S₃.r) * (loop S₂ S₃)⁻¹ * S₂.t := by
  change 1 - S₁.r' * (S₂.r + S₂.t' * S₃.r * (loop S₂ S₃)⁻¹ * S₂.t) =
    1 - S₁.r' * S₂.r - (S₁.r' * S₂.t' * S₃.r) * (loop S₂ S₃)⁻¹ * S₂.t
  noncomm_ring

/-- If `1 - r₁' r₂` and `1 - r₂' r₃` are invertible, the product of the determinants of the two
successive denominators is the same for both orders of joining. -/
theorem det_loop_mul_det_loop (S₁ S₂ S₃ : Scatterer n)
    (h₁₂ : IsUnit (loop S₁ S₂)) (h₂₃ : IsUnit (loop S₂ S₃)) :
    (loop S₁ S₂).det * (loop (join S₁ S₂) S₃).det =
      (loop S₂ S₃).det * (loop S₁ (join S₂ S₃)).det := by
  let := h₁₂.invertible
  let := h₂₃.invertible
  -- both sides are the determinant of one block matrix
  have e₁ := Matrix.det_fromBlocks₁₁ (loop S₁ S₂) (S₁.r' * S₂.t' * S₃.r) S₂.t (loop S₂ S₃)
  have e₂ := Matrix.det_fromBlocks₂₂ (loop S₁ S₂) (S₁.r' * S₂.t' * S₃.r) S₂.t (loop S₂ S₃)
  rw [Matrix.invOf_eq_nonsing_inv] at e₁ e₂
  rw [loop_join_left, loop_join_right, ← e₁, ← e₂]

/-- Let `1 - r₁' r₂` and `1 - r₂' r₃` be invertible. Then `1 - r₁₂' r₃` is invertible exactly when
`1 - r₁' r₂₃` is, and in that case both orders of joining give the same total transmission and
reflection blocks, for incidence from either side. -/
theorem join_assoc (S₁ S₂ S₃ : Scatterer n)
    (h₁₂ : IsUnit (loop S₁ S₂)) (h₂₃ : IsUnit (loop S₂ S₃)) :
    (IsUnit (loop (join S₁ S₂) S₃) ↔ IsUnit (loop S₁ (join S₂ S₃))) ∧
      (IsUnit (loop (join S₁ S₂) S₃) →
        join (join S₁ S₂) S₃ = join S₁ (join S₂ S₃)) := by
  have d := det_loop_mul_det_loop S₁ S₂ S₃ h₁₂ h₂₃
  have u₁₂ := (Matrix.isUnit_iff_isUnit_det _).1 h₁₂
  have u₂₃ := (Matrix.isUnit_iff_isUnit_det _).1 h₂₃
  have hiff : IsUnit (loop (join S₁ S₂) S₃) ↔ IsUnit (loop S₁ (join S₂ S₃)) := by
    rw [Matrix.isUnit_iff_isUnit_det, Matrix.isUnit_iff_isUnit_det, isUnit_iff_ne_zero,
      isUnit_iff_ne_zero]
    constructor
    · intro h h0
      rw [h0, mul_zero] at d
      exact mul_ne_zero u₁₂.ne_zero h d
    · intro h h0
      rw [h0, mul_zero] at d
      exact mul_ne_zero u₂₃.ne_zero h d.symm
  refine ⟨hiff, fun hF => ?_⟩
  have uF := (Matrix.isUnit_iff_isUnit_det _).1 hF
  have uG := (Matrix.isUnit_iff_isUnit_det _).1 (hiff.1 hF)
  have ha := Matrix.nonsing_inv_mul _ u₁₂
  have hb := Matrix.mul_nonsing_inv _ u₂₃
  have hf : (loop (join S₁ S₂) S₃)⁻¹ *
      (loop S₂ S₃ - S₂.t * (loop S₁ S₂)⁻¹ * (S₁.r' * S₂.t' * S₃.r)) = 1 := by
    rw [← loop_join_left]
    exact Matrix.nonsing_inv_mul _ uF
  have hg : (loop S₁ S₂ - (S₁.r' * S₂.t' * S₃.r) * (loop S₂ S₃)⁻¹ * S₂.t) *
      (loop S₁ (join S₂ S₃))⁻¹ = 1 := by
    rw [← loop_join_right]
    exact Matrix.mul_nonsing_inv _ uG
  rw [Scatterer.ext_iff]
  simp only [join_r, join_t, join_r', join_t']
  set f := (loop (join S₁ S₂) S₃)⁻¹
  set g := (loop S₁ (join S₂ S₃))⁻¹
  set a := (loop S₁ S₂)⁻¹
  set b := (loop S₂ S₃)⁻¹
  clear_value f g a b
  -- push-through identity: the final denominator moves across the middle scatterer
  have key : S₂.t * a * (loop S₁ S₂ - (S₁.r' * S₂.t' * S₃.r) * b * S₂.t) =
      (loop S₂ S₃ - S₂.t * a * (S₁.r' * S₂.t' * S₃.r)) * b * S₂.t := by
    linear_combination (norm := noncomm_ring) S₂.t * ha - hb * S₂.t
  have P : f * S₂.t * a = b * S₂.t * g := by
    linear_combination (norm := noncomm_ring)
      f * key * g + hf * (b * S₂.t * g) - (f * S₂.t * a) * hg
  -- resolvent identities for the two final denominators
  have A : a = g - a * (S₁.r' * S₂.t' * S₃.r) * b * S₂.t * g := by
    linear_combination (norm := noncomm_ring) ha * g - a * hg
  have F : f = b + f * S₂.t * a * (S₁.r' * S₂.t' * S₃.r) * b := by
    linear_combination (norm := noncomm_ring) hf * b - f * hb
  refine ⟨?_, ?_, ?_, ?_⟩
  · linear_combination (norm := noncomm_ring) (S₁.t' * S₂.r) * A * S₁.t +
      (S₁.t' * (1 + S₂.r * a * S₁.r') * S₂.t' * S₃.r) * P * S₁.t
  · linear_combination (norm := noncomm_ring) S₃.t * P * S₁.t
  · linear_combination (norm := noncomm_ring) S₃.t * F * (S₂.r' * S₃.t') +
      S₃.t * P * (S₁.r' * S₂.t' * (1 + S₃.r * b * S₂.r') * S₃.t')
  · linear_combination (norm := noncomm_ring)
      (S₁.t' * (1 + S₂.r * a * S₁.r') * S₂.t' * S₃.r) * F * (S₂.r' * S₃.t') +
      (S₁.t' * (1 + S₂.r * a * S₁.r') * S₂.t' * S₃.r) * P *
        (S₁.r' * S₂.t' * (1 + S₃.r * b * S₂.r') * S₃.t') +
      (S₁.t' * S₂.r) * A * (S₁.r' * S₂.t' * (1 + S₃.r * b * S₂.r') * S₃.t')

/-- A perfect mirror: every channel is reflected with amplitude one from both sides. -/
def mirror : Scatterer n := ⟨1, 0, 1, 0⟩

/-- A transparent gap: every channel is transmitted with amplitude one in both directions. -/
def gap : Scatterer n := ⟨0, 1, 0, 1⟩

/-- For a transparent gap between two perfect mirrors both pair denominators are the identity,
yet the final denominator vanishes. -/
theorem closed_cavity :
    loop (mirror : Scatterer n) gap = 1 ∧ loop (gap : Scatterer n) mirror = 1 ∧
      loop (join (mirror : Scatterer n) gap) mirror = 0 := by
  refine ⟨?_, ?_, ?_⟩ <;> simp [loop, join, mirror, gap]

end

end MultichannelJoining
```

```lean
#print axioms MultichannelJoining.join_of_matching
#print axioms MultichannelJoining.det_loop_mul_det_loop
#print axioms MultichannelJoining.join_assoc
#print axioms MultichannelJoining.closed_cavity
```

```
'MultichannelJoining.join_of_matching' depends on axioms: [propext, Classical.choice, Quot.sound]
'MultichannelJoining.det_loop_mul_det_loop' depends on axioms: [propext, Classical.choice, Quot.sound]
'MultichannelJoining.join_assoc' depends on axioms: [propext, Classical.choice, Quot.sound]
'MultichannelJoining.closed_cavity' depends on axioms: [propext, Classical.choice, Quot.sound]
```

## From the algebra to the Lean proof

In `join_of_matching`, `hloop` is the equation for p after q has been eliminated, and `key` solves it. The two remaining goals insert that solution into the outer relations.

`loop_join_left` and `loop_join_right` are the formulas for D_L and D_R; `noncomm_ring` expands them without exchanging factors. `det_loop_mul_det_loop` applies the two Schur determinant formulas to the block matrix and equates the results.

In `join_assoc`, `hiff` derives the equivalence from the determinant identity: if one final determinant vanished while the other did not, a product of nonzero numbers would be zero. The letters `f`, `g`, `a` and `b` then stand for the same inverses as above, and `clear_value` makes Lean forget their definitions, so that only the recorded identities are used. `key` is the relation between t₂ a D_R and D_L b t₂, `P` is f t₂ a = b t₂ g, and `A` and `F` are the two expanded identities. Each of the last four goals is one block. There `linear_combination` multiplies these identities by the stated matrices on the left and right, and `noncomm_ring` confirms that the sum gives the required equality.

## Building up a wire from slices

In a calculation of coherent, non-interacting transport at fixed energy with finitely many channels, a disordered wire is cut into slices and each slice gets its four blocks. One procedure adds slices from the left: at each step it solves a linear system with matrix 1 − r_old′r_new and right-hand side t_old, then multiplies the solution by t_new to get the new transmission. The reflection r_old′ is updated too, because the next step needs it. Another joins slices in pairs, then pairs of pairs, so that separate sections can be processed in parallel. For three consecutive sections, the theorem lets one bracketing replace the other when its invertibility conditions hold. The resulting block t, restricted to the propagating channels of the leads and with amplitudes normalised to unit flux, enters the Landauer conductance through the trace of t†t.
